# Symmetrizing exp(−T) H exp(T) lowers the ground energy unless every right ground state is also a left one

Let $H$ be a finite Hermitian matrix with lowest eigenvalue $E_0$, let $T$ be any complex matrix of the same size, and set $\bar H = e^{-T} H e^{T}$. The lowest eigenvalue $\varepsilon$ of $S = (\bar H + \bar H^\dagger)/2$ satisfies $\varepsilon \le E_0$. If some right eigenvector $v$ of $\bar H$ at $E_0$ is not an eigenvector of $\bar H^\dagger$ at $E_0$, then $\varepsilon < E_0$. With $M$ the highest eigenvalue of $S$ and $r = \bar H^\dagger v - E_0 v$,

$$\|r\|^2 \le 4\,(E_0-\varepsilon)(M-\varepsilon)\,\|v\|^2 .$$

## Passing a coupled-cluster Hamiltonian to a Hermitian eigensolver

A code that averages $\bar H$ with its adjoint, so that a Hermitian solver can be applied, relies on the spectrum changing little. For a finite matrix with an exact right eigenpair, the bound turns one extra adjoint matrix–vector product, together with the spectral width $M-\varepsilon$ of $S$ or an upper bound on it, into a minimum error: when $M > \varepsilon$, the energy drops by at least $\|r\|^2 / \big(4(M-\varepsilon)\|v\|^2\big)$.

A vanishing $r$ does not certify the symmetrized energy. A different block of $\bar H$ can still produce an eigenvalue of $S$ below $E_0$.

## A trial vector along the left residual

Let $A$ be any square matrix with $Av = Ev$, $E$ real and $v \neq 0$. Put $S = (A+A^\dagger)/2$ and $r = A^\dagger v - Ev$, and let $\varepsilon$ and $M$ be the extreme eigenvalues of $S$. For $A = \bar H$ and $E = E_0$, such a $v$ is $e^{-T}\Phi$ with $\Phi$ a ground state of $H$.

The residual is orthogonal to $v$:

$$\langle v, r\rangle = \langle Av, v\rangle - E\langle v,v\rangle = 0 .$$

Averaging $Av = Ev$ and $A^\dagger v = Ev + r$ gives $Sv = Ev + \tfrac12 r$. Hence $\langle v,Sv\rangle = E\|v\|^2$ and $\langle r,Sv\rangle = \langle v,Sr\rangle = \tfrac12\|r\|^2$. For real $t$ and $x = v + t r$,

$$\langle x,x\rangle = \|v\|^2 + t^2\|r\|^2,\qquad
\langle x,Sx\rangle = E\|v\|^2 + t\|r\|^2 + t^2\langle r,Sr\rangle .$$

The variational principle $\langle x,Sx\rangle \ge \varepsilon\langle x,x\rangle$ becomes

$$0 \le \big(\langle r,Sr\rangle - \varepsilon\|r\|^2\big)t^2 + \|r\|^2\, t + (E-\varepsilon)\|v\|^2 .$$

At $t=0$ this says $\varepsilon \le E$. A quadratic that is never negative has a discriminant of at most zero, so

$$\|r\|^4 \le 4\big(\langle r,Sr\rangle - \varepsilon\|r\|^2\big)(E-\varepsilon)\|v\|^2 .$$

If $r \ne 0$, the left side is positive, which excludes $E = \varepsilon$. Inserting $\langle r,Sr\rangle \le M\|r\|^2$ and dividing by $\|r\|^2$ gives the bound; for $r=0$ it holds because the right side is nonnegative.

If $\varepsilon = E$ for $A=\bar H$, then $r=0$, so $\bar H^\dagger v = Ev$. Since $\bar H^\dagger = (e^{T})^\dagger H (e^{-T})^\dagger$, multiplying by $(e^{-T})^\dagger$ gives

$$H\,(e^{-T})^\dagger v = E\,(e^{-T})^\dagger v .$$

For a two-level example, take $H = \mathrm{diag}(0,3)$ and let $T$ have the single entry $4/3$ in the upper right corner. Then $T^2=0$, so $e^{\pm T} = 1 \pm T$, and

$$\bar H = \begin{pmatrix}0&-4\\0&3\end{pmatrix},\qquad S = \begin{pmatrix}0&-2\\-2&3\end{pmatrix}.$$

The eigenvalues of $S$ solve $\mu(\mu-3)=4$, so they are $-1$ and $4$. The exact ground energy is $0$ and the symmetrized one is $-1$. With $v=(1,0)$ and $r=(0,-4)$, the bound reads $16 \le 20$.

The derivation goes wrong if the variational principle is applied to $\bar H$ itself on the grounds that it has the same real spectrum as $H$. In the example, the normalized vector $(2,1)/\sqrt5$ gives $\langle x,\bar H x\rangle = -1$, below every eigenvalue of $\bar H$. A real spectrum alone does not guarantee the principle; Hermiticity does, and $S$ is Hermitian.

## The Lean file

```lean
import Mathlib

open Matrix
open scoped ComplexOrder

namespace SymmetrizedEffectiveHamiltonian

noncomputable section

variable {n : Type*} [Fintype n] [DecidableEq n]

/-- The similarity-transformed Hamiltonian `exp(-T) H exp(T)`. -/
def transformed (H T : Matrix n n ℂ) : Matrix n n ℂ :=
  NormedSpace.exp (-T) * H * NormedSpace.exp T

omit [Fintype n] [DecidableEq n] in
/-- The Hermitian part `(A + A*)/2` of an effective Hamiltonian `A`. -/
def symmetrized (A : Matrix n n ℂ) : Matrix n n ℂ := (1 / 2 : ℂ) • (A + Aᴴ)

/-- `E` is the smallest real eigenvalue of `A`. -/
def IsLowest (A : Matrix n n ℂ) (E : ℝ) : Prop :=
  (∃ v : n → ℂ, v ≠ 0 ∧ A *ᵥ v = (E : ℂ) • v) ∧
    ∀ (μ : ℝ) (v : n → ℂ), v ≠ 0 → A *ᵥ v = (μ : ℂ) • v → E ≤ μ

/-- `M` is the largest real eigenvalue of `A`. -/
def IsHighest (A : Matrix n n ℂ) (M : ℝ) : Prop :=
  (∃ v : n → ℂ, v ≠ 0 ∧ A *ᵥ v = (M : ℂ) • v) ∧
    ∀ (μ : ℝ) (v : n → ℂ), v ≠ 0 → A *ᵥ v = (μ : ℂ) • v → μ ≤ M

/-- The squared norm `⟨x, x⟩` of a state vector. -/
def sqNorm (x : n → ℂ) : ℝ := (star x ⬝ᵥ x).re

/-- The real part of `⟨x, A x⟩`, without normalization. -/
def expect (A : Matrix n n ℂ) (x : n → ℂ) : ℝ := (star x ⬝ᵥ A *ᵥ x).re

/-- The residual `A* v - E v` of `v` as an eigenvector of the adjoint. -/
def residual (A : Matrix n n ℂ) (E : ℝ) (v : n → ℂ) : n → ℂ := Aᴴ *ᵥ v - (E : ℂ) • v

omit [DecidableEq n] in
/-- A nonzero state vector has positive squared norm. -/
theorem sqNorm_pos {x : n → ℂ} (hx : x ≠ 0) : 0 < sqNorm x := by
  have h : sqNorm x = ∑ i, Complex.normSq (x i) := by
    simp [sqNorm, dotProduct, Complex.normSq_apply]
  obtain ⟨i, hi⟩ := Function.ne_iff.1 hx
  rw [h]
  exact Finset.sum_pos' (fun j _ => Complex.normSq_nonneg _)
    ⟨i, Finset.mem_univ i, Complex.normSq_pos.2 hi⟩

/-- Variational principle: for Hermitian `A` with lowest eigenvalue `E`,
`E ⟨x, x⟩ ≤ ⟨x, A x⟩` for every `x`. -/
theorem variational {A : Matrix n n ℂ} (hA : A.IsHermitian) {E : ℝ}
    (hE : IsLowest A E) (x : n → ℂ) : E * sqNorm x ≤ expect A x := by
  have hB : (A - (E : ℂ) • (1 : Matrix n n ℂ)).IsHermitian := by
    simp [Matrix.IsHermitian, conjTranspose_sub, conjTranspose_smul, hA.eq]
  have hm : ∀ y : n → ℂ, (A - (E : ℂ) • (1 : Matrix n n ℂ)) *ᵥ y
      = A *ᵥ y - (E : ℂ) • y := fun y => by
    rw [Matrix.sub_mulVec, Matrix.smul_mulVec, Matrix.one_mulVec]
  -- all eigenvalues of the shifted matrix are nonnegative
  have hP : (A - (E : ℂ) • (1 : Matrix n n ℂ)).PosSemidef := by
    rw [hB.posSemidef_iff_eigenvalues_nonneg]
    intro i
    obtain ⟨v, hv, h⟩ : ∃ v : n → ℂ, v ≠ 0 ∧
        (A - (E : ℂ) • (1 : Matrix n n ℂ)) *ᵥ v = ((hB.eigenvalues i : ℝ) : ℂ) • v :=
      ⟨(hB.eigenvectorBasis i).ofLp,
        fun h0 => hB.eigenvectorBasis.orthonormal.ne_zero i
          (PiLp.ext fun j => congrFun h0 j),
        (hB.mulVec_eigenvectorBasis i).trans (by ext j; simp)⟩
    rw [hm] at h
    have h2 := hE.2 (hB.eigenvalues i + E) v hv (by
      rw [Complex.ofReal_add, add_smul, ← h, sub_add_cancel])
    change 0 ≤ hB.eigenvalues i
    linarith
  have h := (Complex.le_def.1 (hP.dotProduct_mulVec_nonneg x)).1
  rw [hm, dotProduct_sub, dotProduct_smul, smul_eq_mul, Complex.sub_re,
    Complex.re_ofReal_mul, Complex.zero_re] at h
  unfold sqNorm expect
  linarith

/-- If `A v = E v` and `ε` is the lowest eigenvalue of the symmetrized `A`, the trial vectors
`v + t r`, with `r` the residual of `v`, give a quadratic in `t` that is never negative. -/
theorem trial_vector {A : Matrix n n ℂ} {E ε : ℝ} {v : n → ℂ}
    (hv : A *ᵥ v = (E : ℂ) • v) (hε : IsLowest (symmetrized A) ε) (t : ℝ) :
    0 ≤ (expect (symmetrized A) (residual A E v) - ε * sqNorm (residual A E v)) * (t * t)
      + sqNorm (residual A E v) * t + (E - ε) * sqNorm v := by
  have adj : ∀ (B : Matrix n n ℂ) (x y : n → ℂ),
      star x ⬝ᵥ Bᴴ *ᵥ y = star (B *ᵥ x) ⬝ᵥ y := fun B x y => by
    rw [Matrix.dotProduct_mulVec, Matrix.star_mulVec]
  have hH : (symmetrized A).IsHermitian := by
    simp [Matrix.IsHermitian, symmetrized, conjTranspose_smul, add_comm]
  have hS : symmetrized A *ᵥ v = (E : ℂ) • v + (1 / 2 : ℂ) • residual A E v := by
    rw [symmetrized, Matrix.smul_mulVec, Matrix.add_mulVec, hv, residual]
    module
  -- the residual is orthogonal to the right eigenvector
  have hvr : star v ⬝ᵥ residual A E v = 0 := by
    rw [residual, dotProduct_sub, adj, hv, star_smul, smul_dotProduct, dotProduct_smul]
    simp
  have hrv : star (residual A E v) ⬝ᵥ v = 0 := by
    have h : star (residual A E v) ⬝ᵥ v = star (star v ⬝ᵥ residual A E v) := by
      simp [dotProduct, mul_comm]
    rw [h, hvr, star_zero]
  have hc := adj (symmetrized A) v (residual A E v)
  rw [hH.eq, hS] at hc
  have hvar := variational hH hε (v + (t : ℂ) • residual A E v)
  generalize residual A E v = r at *
  have hN : star (v + (t : ℂ) • r) ⬝ᵥ (v + (t : ℂ) • r)
      = star v ⬝ᵥ v + ((t * t : ℝ) : ℂ) * (star r ⬝ᵥ r) := by
    simp only [star_add, star_smul, add_dotProduct, dotProduct_add, smul_dotProduct,
      dotProduct_smul, smul_eq_mul, Complex.star_def, Complex.conj_ofReal, hvr, hrv]
    push_cast
    ring
  have hc' : star v ⬝ᵥ symmetrized A *ᵥ r = (1 / 2 : ℂ) * (star r ⬝ᵥ r) := by
    rw [hc, star_add, star_smul, star_smul, add_dotProduct, smul_dotProduct,
      smul_dotProduct, hvr]
    simp
  have hQ : star (v + (t : ℂ) • r) ⬝ᵥ symmetrized A *ᵥ (v + (t : ℂ) • r)
      = (E : ℂ) * (star v ⬝ᵥ v) + (t : ℂ) * (star r ⬝ᵥ r)
        + ((t * t : ℝ) : ℂ) * (star r ⬝ᵥ symmetrized A *ᵥ r) := by
    simp only [Matrix.mulVec_add, Matrix.mulVec_smul, hS, star_add, star_smul,
      add_dotProduct, dotProduct_add, smul_dotProduct, dotProduct_smul, smul_eq_mul,
      Complex.star_def, Complex.conj_ofReal, hvr, hrv, hc']
    push_cast
    ring
  unfold sqNorm expect at *
  rw [hN, hQ] at hvar
  simp only [Complex.add_re, Complex.re_ofReal_mul] at hvar
  linarith

/-- Strict overbinding: if `A v = E v` with `E` real but `A* v ≠ E v`, the lowest eigenvalue
of the symmetrized `A` lies strictly below `E`. -/
theorem strict_overbinding {A : Matrix n n ℂ} {E ε : ℝ} {v : n → ℂ}
    (hv : A *ᵥ v = (E : ℂ) • v) (hne : Aᴴ *ᵥ v ≠ (E : ℂ) • v)
    (hε : IsLowest (symmetrized A) ε) : ε < E := by
  have hR : 0 < sqNorm (residual A E v) := sqNorm_pos (sub_ne_zero.2 hne)
  have hv0 : v ≠ 0 := by
    rintro rfl
    simp at hne
  have hn := sqNorm_pos hv0
  have hd := discrim_le_zero (trial_vector hv hε)
  have h0 := trial_vector hv hε 0
  by_contra hlt
  have hz : (E - ε) * sqNorm v = 0 := by
    nlinarith [mul_nonneg (sub_nonneg.2 (not_lt.1 hlt)) hn.le]
  rw [discrim, hz, mul_zero, sub_zero] at hd
  exact absurd hd (not_le_of_gt (pow_pos hR 2))

/-- Size of the overbinding: if `A v = E v` with `E` real, and the symmetrized `A` has lowest
and highest eigenvalues `ε` and `M`, then `‖A* v - E v‖² ≤ 4 (E - ε) (M - ε) ‖v‖²`. -/
theorem overbinding_bound {A : Matrix n n ℂ} {E ε M : ℝ} {v : n → ℂ}
    (hv : A *ᵥ v = (E : ℂ) • v) (hε : IsLowest (symmetrized A) ε)
    (hM : IsHighest (symmetrized A) M) :
    sqNorm (residual A E v) ≤ 4 * (E - ε) * (M - ε) * sqNorm v := by
  have ha : 0 ≤ (E - ε) * sqNorm v := by simpa using trial_vector hv hε 0
  obtain ⟨w, hw, hw'⟩ := hε.1
  have hεM : 0 ≤ M - ε := sub_nonneg.2 (hM.2 ε w hw hw')
  by_cases hr : residual A E v = 0
  · have h0 : sqNorm (residual A E v) = 0 := by simp [hr, sqNorm]
    rw [h0]
    nlinarith [mul_nonneg ha hεM]
  · have hR := sqNorm_pos hr
    have hd := discrim_le_zero (trial_vector hv hε)
    rw [discrim] at hd
    -- the variational principle for `-S` bounds the expectation value from above
    have hneg : IsLowest (-symmetrized A) (-M) := by
      obtain ⟨⟨y, hy, hy'⟩, hmax⟩ := hM
      refine ⟨⟨y, hy, by rw [Matrix.neg_mulVec, hy', Complex.ofReal_neg, neg_smul]⟩, ?_⟩
      intro μ x hx h
      have := hmax (-μ) x hx (by
        rw [Complex.ofReal_neg, neg_smul, ← h, Matrix.neg_mulVec, neg_neg])
      linarith
    have hH : (-symmetrized A).IsHermitian := by
      simp [Matrix.IsHermitian, symmetrized, conjTranspose_smul, add_comm]
    have hK := variational hH hneg (residual A E v)
    have hK' : expect (-symmetrized A) (residual A E v)
        = -expect (symmetrized A) (residual A E v) := by
      simp [expect, Matrix.neg_mulVec]
    rw [hK'] at hK
    have hs : expect (symmetrized A) (residual A E v) - ε * sqNorm (residual A E v)
        ≤ (M - ε) * sqNorm (residual A E v) := by linarith
    have hp := mul_le_mul_of_nonneg_left hs ha
    refine le_of_mul_le_mul_right ?_ hR
    linarith

/-- Equality case: let `H` be Hermitian and let the symmetrized `exp(-T) H exp(T)` have lowest
eigenvalue `E`. Then every right `E`-eigenvector `v` of `exp(-T) H exp(T)` satisfies the same
equation for the adjoint, and `exp(-T)* v` satisfies the eigenvalue equation of `H` at `E`. -/
theorem equality_case {H T : Matrix n n ℂ} (hH : H.IsHermitian) {E : ℝ}
    (hE : IsLowest (symmetrized (transformed H T)) E) {v : n → ℂ}
    (hv : transformed H T *ᵥ v = (E : ℂ) • v) :
    (transformed H T)ᴴ *ᵥ v = (E : ℂ) • v ∧
      H *ᵥ ((NormedSpace.exp (-T))ᴴ *ᵥ v) = (E : ℂ) • ((NormedSpace.exp (-T))ᴴ *ᵥ v) := by
  have h1 : (transformed H T)ᴴ *ᵥ v = (E : ℂ) • v := by
    by_contra hne
    exact lt_irrefl E (strict_overbinding hv hne hE)
  refine ⟨h1, ?_⟩
  have hexp : NormedSpace.exp T * NormedSpace.exp (-T) = 1 := by
    rw [← Matrix.exp_add_of_commute T (-T) (Commute.refl T).neg_right, add_neg_cancel,
      NormedSpace.exp_zero]
  -- undo the similarity transformation in the adjoint equation
  have h2 : (NormedSpace.exp (-T))ᴴ * (transformed H T)ᴴ
      = H * (NormedSpace.exp (-T))ᴴ := by
    rw [← conjTranspose_mul, transformed, mul_assoc, hexp, mul_one, conjTranspose_mul, hH.eq]
  rw [Matrix.mulVec_mulVec, ← h2, ← Matrix.mulVec_mulVec, h1, Matrix.mulVec_smul]

/-- Every real eigenvalue `μ` of the two-level matrix with diagonal `0, 3` and real coupling `b`
satisfies `μ (μ - 3) = b²`. -/
theorem two_level {b μ : ℝ} {x : Fin 2 → ℂ} (hx : x ≠ 0)
    (h : !![0, (b : ℂ); (b : ℂ), 3] *ᵥ x = (μ : ℂ) • x) : μ * (μ - 3) = b ^ 2 := by
  have h0 : (b : ℂ) * x 1 = μ * x 0 := by
    simpa [Matrix.mulVec, dotProduct, Fin.sum_univ_two] using congrFun h 0
  have h1 : (b : ℂ) * x 0 + 3 * x 1 = μ * x 1 := by
    simpa [Matrix.mulVec, dotProduct, Fin.sum_univ_two] using congrFun h 1
  have k0 : ((μ : ℂ) * (μ - 3) - b ^ 2) * x 0 = 0 := by
    linear_combination (3 - (μ : ℂ)) * h0 - (b : ℂ) * h1
  have k1 : ((μ : ℂ) * (μ - 3) - b ^ 2) * x 1 = 0 := by
    linear_combination -(b : ℂ) * h0 - (μ : ℂ) * h1
  have hz : (μ : ℂ) * (μ - 3) - b ^ 2 = 0 := by
    by_contra hne
    apply hx
    ext i
    fin_cases i
    · exact (mul_eq_zero.1 k0).resolve_left hne
    · exact (mul_eq_zero.1 k1).resolve_left hne
  exact_mod_cast sub_eq_zero.1 hz

/-- A two-level model with levels `0` and `3` and a `T` whose only nonzero entry is `4/3`: the
lowest eigenvalue of `H` is `0`, that of the symmetrized `exp(-T) H exp(T)` is `-1`. -/
theorem overbinding_witness :
    IsLowest (!![0, 0; 0, 3] : Matrix (Fin 2) (Fin 2) ℂ) 0 ∧
      IsLowest (symmetrized (transformed !![0, 0; 0, 3] !![0, 4 / 3; 0, 0])) (-1) := by
  -- the exponential series of a matrix with square zero stops after the linear term
  have hexp : ∀ T : Matrix (Fin 2) (Fin 2) ℂ, T * T = 0 → NormedSpace.exp T = 1 + T := by
    intro T hT
    have h : NormedSpace.exp T = ∑' k : ℕ, ((k.factorial : ℂ)⁻¹) • T ^ k :=
      congrFun (NormedSpace.exp_eq_tsum ℂ) T
    rw [h, tsum_eq_sum (s := Finset.range 2)]
    · simp [Finset.sum_range_succ]
    · intro k hk
      obtain ⟨m, rfl⟩ : ∃ m, k = m + 2 :=
        ⟨k - 2, by have := Finset.mem_range.not.1 hk; omega⟩
      rw [pow_add, pow_two, hT, mul_zero, smul_zero]
  have hT : (!![0, 4 / 3; 0, 0] : Matrix (Fin 2) (Fin 2) ℂ) * !![0, 4 / 3; 0, 0] = 0 := by
    ext i j
    fin_cases i <;> fin_cases j <;> simp [Matrix.mul_apply, Fin.sum_univ_two]
  have hbar : transformed !![0, 0; 0, 3] !![0, 4 / 3; 0, 0]
      = (!![0, -4; 0, 3] : Matrix (Fin 2) (Fin 2) ℂ) := by
    rw [transformed, hexp _ hT, hexp _ (by rw [neg_mul_neg, hT]), Matrix.one_fin_two]
    ext i j
    fin_cases i <;> fin_cases j <;> norm_num [Matrix.mul_apply, Fin.sum_univ_two]
  have hS : symmetrized (!![0, -4; 0, 3] : Matrix (Fin 2) (Fin 2) ℂ)
      = !![0, -2; -2, 3] := by
    ext i j
    fin_cases i <;> fin_cases j <;> norm_num [symmetrized, Matrix.conjTranspose_apply]
  rw [hbar, hS]
  refine ⟨⟨⟨![1, 0], fun h => ?_, ?_⟩, ?_⟩, ⟨⟨![2, 1], fun h => ?_, ?_⟩, ?_⟩⟩
  · have := congrFun h 0
    norm_num at this
  · ext i
    fin_cases i <;> norm_num [Matrix.mulVec, dotProduct, Fin.sum_univ_two]
  · intro μ x hx h
    have hμ := two_level (b := 0) hx (by push_cast; exact h)
    by_contra hlt
    nlinarith
  · have := congrFun h 0
    norm_num at this
  · ext i
    fin_cases i <;> norm_num [Matrix.mulVec, dotProduct, Fin.sum_univ_two]
  · intro μ x hx h
    have hμ := two_level (b := -2) hx (by push_cast; exact h)
    by_contra hlt
    nlinarith

end

end SymmetrizedEffectiveHamiltonian
```

```lean
#print axioms SymmetrizedEffectiveHamiltonian.overbinding_bound
#print axioms SymmetrizedEffectiveHamiltonian.equality_case
```

```
'SymmetrizedEffectiveHamiltonian.overbinding_bound' depends on axioms: [propext, Classical.choice, Quot.sound]
'SymmetrizedEffectiveHamiltonian.equality_case' depends on axioms: [propext, Classical.choice, Quot.sound]
```

## What the theorems say about a computed matrix

`transformed H T` is $\bar H$, `symmetrized A` is $S$, and `residual A E v` is $r$. The adjoint `ᴴ` is the conjugate transpose, so the basis is taken to be orthonormal. `sqNorm` and `expect` are unnormalized: they stand for $\|x\|^2$ and the real part of $\langle x,Ax\rangle$. `IsLowest` and `IsHighest` compare real eigenvalues only, which for the Hermitian $S$ are all of them.

`strict_overbinding` and `overbinding_bound` hold for any square complex matrix with a real eigenvalue $E$. They therefore apply to a truncated block of $\bar H$ too, but $E$ is then the block's eigenvalue and need not be an energy of $H$. `equality_case` assumes that $H$ is Hermitian and that $E$ is the lowest eigenvalue of $S$; it then treats every $v$ with $\bar H v = Ev$.

The matrix $T$ is arbitrary: it need not be an excitation operator or solve amplitude equations, and the $T$ of `overbinding_witness`, chosen for simple numbers, takes the upper level to the lower one, so it is not an excitation out of the ground state. Rounding errors and approximately converged eigenvectors do not enter the model.

In the proof, `variational` shifts the Hermitian matrix by its lowest eigenvalue and shows that the result is positive semidefinite. `trial_vector` establishes the orthogonality (`hvr`), the action of $S$ on $v$ (`hS`), and the expansions of $\langle x,x\rangle$ and $\langle x,Sx\rangle$ (`hN`, `hQ`). `discrim_le_zero` then supplies the discriminant inequality for both overbinding theorems. The upper bound by $M$ comes from applying `variational` to $-S$.

`equality_case` obtains the adjoint equation by contradiction with `strict_overbinding`, and `h2` undoes the similarity transformation. For the example, `hexp` cuts off the exponential series and `two_level` derives the quadratic equation for $\mu$, from which `nlinarith` excludes any lower eigenvalue.
